# For two Hermitian fragments on shared sites, the summed ground density fixes the embedding potential up to a constant if one ground vector has no zero entry

A ground vector is defined here by minimisation: it is a unit vector whose energy is no higher than that of any other unit vector. The eigenvalue equation is then derived, and degenerate ground states need no separate treatment. Each fragment is described by one complex vector over a finite set of sites, as for one particle per fragment.

## Equal densities, equal potentials up to a shift

Fragments A and B have Hermitian matrices $H_A$, $H_B$ on the same sites and share a real potential $v_i$, added on the diagonal. Let $a,b$ be ground vectors for $v$, and $a',b'$ ground vectors for $v'$. If

$$|a_i|^2+|b_i|^2=|a'_i|^2+|b'_i|^2\quad\text{for all } i,$$

and $a'_i\neq0$ for all $i$, then $v_i-v'_i=c$ for one real $c$.

## Comparing potentials from two inversion runs

Some embedding codes adjust a shared potential until the fragment densities add up to a target. In this finite model with one ground vector per fragment, two runs that use the same fragment matrices and reach exactly the same summed density must agree on the potential once its additive constant is fixed, provided that one fragment has amplitude on every site. A code can therefore subtract a reference value before it compares potentials.

## From the variational principle to the potential

Label the fragments by $k$, with ground vectors $\psi_k$ for $v$ and $\psi'_k$ for $v'$. The energy of a vector $\varphi$ is

$$E_k^v[\varphi]=\mathrm{Re}\,\varphi^\dagger H_k\varphi+\sum_i v_i|\varphi_i|^2 .$$

Minimality for both potentials makes each bracket below nonnegative:

$$s_k=\big(E_k^v[\psi'_k]-E_k^v[\psi_k]\big)+\big(E_k^{v'}[\psi_k]-E_k^{v'}[\psi'_k]\big)\ge0 .$$

The internal energies cancel, so

$$\sum_k s_k=\sum_i(v_i-v'_i)\sum_k\big(|\psi'_{k,i}|^2-|\psi_{k,i}|^2\big)=0 .$$

Every $s_k$ is then zero, and so is every bracket. Hence $\psi'_k$ is also a ground vector for $v$.

A minimiser $\psi$ of a Hermitian energy, with minimum $E$, obeys the eigenvalue equation. Let $M$ be the Hamiltonian minus $E$. By rescaling, $\varphi^\dagger M\varphi\ge0$ for every $\varphi$, and $\psi^\dagger M\psi=0$. With $\varphi=M\psi$ and real $t$,

$$0\le(\psi+t\varphi)^\dagger M(\psi+t\varphi)=t^2\varphi^\dagger M\varphi+2t\,\varphi^\dagger\varphi .$$

This holds for all $t$ only if the linear coefficient vanishes, so $M\psi=0$.

Thus $\psi'_k$ satisfies an eigenvalue equation for $v$, with energy $E_k$, and one for $v'$, with energy $E'_k$. Subtracting them gives

$$(v_i-v'_i)\,\psi'_{k,i}=(E_k-E'_k)\,\psi'_{k,i}.$$

So $v-v'$ is constant wherever $\psi'_k$ is nonzero, which for $a'$ means everywhere.

## The Lean file

```lean
import Mathlib

open Matrix

namespace DensityEmbedding

noncomputable section

variable {n ι : Type*} [Fintype n] [DecidableEq n] [Fintype ι]

/-- The site density of a vector: the squared modulus of its amplitude on each site. -/
def siteDensity (ψ : n → ℂ) (i : n) : ℝ := Complex.normSq (ψ i)

/-- The real part of the expectation value of `H` in the vector `ψ`. -/
def energy (H : Matrix n n ℂ) (ψ : n → ℂ) : ℝ := (star ψ ⬝ᵥ H *ᵥ ψ).re

/-- A fragment Hamiltonian with a real local potential added on the sites. -/
def embedded (H : Matrix n n ℂ) (v : n → ℝ) : Matrix n n ℂ :=
  H + diagonal (fun i => (v i : ℂ))

/-- A ground vector is a unit vector whose energy is minimal among all unit vectors. -/
structure IsGround (H : Matrix n n ℂ) (ψ : n → ℂ) : Prop where
  unit : ∑ i, siteDensity ψ i = 1
  minimal : ∀ φ : n → ℂ, ∑ i, siteDensity φ i = 1 → energy H ψ ≤ energy H φ

/-- The local potential enters the energy only through the site density. -/
theorem energy_embedded (H : Matrix n n ℂ) (v : n → ℝ) (ψ : n → ℂ) :
    energy (embedded H v) ψ = energy H ψ + ∑ i, v i * siteDensity ψ i := by
  simp only [energy, embedded, Matrix.add_mulVec, dotProduct_add, Complex.add_re]
  congr 1
  simp only [dotProduct, Matrix.mulVec_diagonal, Complex.re_sum]
  refine Finset.sum_congr rfl fun i _ => ?_
  simp [siteDensity, Complex.normSq_apply]
  ring

omit [DecidableEq n] in
/-- A vector whose total density vanishes is zero. -/
theorem eq_zero_of_density (φ : n → ℂ) (h : ∑ i, siteDensity φ i = 0) : φ = 0 := by
  have hn : ∀ i ∈ (Finset.univ : Finset n), 0 ≤ siteDensity φ i :=
    fun i _ => Complex.normSq_nonneg _
  funext i
  exact Complex.normSq_eq_zero.1
    ((Finset.sum_eq_zero_iff_of_nonneg hn).1 h i (Finset.mem_univ i))

omit [DecidableEq n] in
/-- The variational bound for vectors of any norm: the ground energy times the total
density of `φ` is at most the energy of `φ`. -/
theorem IsGround.bound {H : Matrix n n ℂ} {ψ : n → ℂ} (h : IsGround H ψ) (φ : n → ℂ) :
    energy H ψ * ∑ i, siteDensity φ i ≤ energy H φ := by
  have hN : 0 ≤ ∑ i, siteDensity φ i :=
    Finset.sum_nonneg fun i _ => Complex.normSq_nonneg _
  rcases hN.eq_or_lt with h0 | hpos
  · rw [eq_zero_of_density φ h0.symm]
    simp [energy, siteDensity]
  · -- rescale to a unit vector
    obtain ⟨s, hs⟩ : ∃ s : ℝ, s * s * ∑ i, siteDensity φ i = 1 :=
      ⟨(√(∑ i, siteDensity φ i))⁻¹, by
        rw [← mul_inv, Real.mul_self_sqrt hN, inv_mul_cancel₀ hpos.ne']⟩
    have key := h.minimal ((s : ℂ) • φ) (by
      simp only [siteDensity, Pi.smul_apply, smul_eq_mul, Complex.normSq_mul,
        Complex.normSq_ofReal]
      rw [← Finset.mul_sum]
      exact hs)
    have e : energy H ((s : ℂ) • φ) = s * s * energy H φ := by
      simp only [energy, star_smul, Matrix.mulVec_smul, smul_dotProduct, dotProduct_smul,
        smul_eq_mul, Complex.star_def, Complex.conj_ofReal, Complex.re_ofReal_mul]
      ring
    rw [e] at key
    calc _ ≤ (s * s * energy H φ) * ∑ i, siteDensity φ i :=
          mul_le_mul_of_nonneg_right key hN
      _ = energy H φ := by linear_combination energy H φ * hs

/-- A ground vector of a Hermitian matrix satisfies the stationary Schrödinger equation. -/
theorem IsGround.schrodinger {H : Matrix n n ℂ} {ψ : n → ℂ} (hH : H.IsHermitian)
    (h : IsGround H ψ) : H *ᵥ ψ = (energy H ψ : ℂ) • ψ := by
  -- shift the ground energy to zero
  obtain ⟨M, hMdef⟩ : ∃ M, M = embedded H (fun _ => -energy H ψ) := ⟨_, rfl⟩
  have hM : Mᴴ = M := by
    have hd : star (fun _ : n => ((-energy H ψ : ℝ) : ℂ)) =
        fun _ => ((-energy H ψ : ℝ) : ℂ) := by
      funext i
      simp
    rw [hMdef, embedded, conjTranspose_add, hH.eq, diagonal_conjTranspose, hd]
  have hE : ∀ φ, energy M φ = energy H φ - energy H ψ * ∑ i, siteDensity φ i := by
    intro φ
    rw [hMdef, energy_embedded, ← Finset.mul_sum]
    ring
  have h0 : energy M ψ = 0 := by rw [hE, h.unit]; ring
  obtain ⟨φ, hφ⟩ : ∃ φ, φ = M *ᵥ ψ := ⟨_, rfl⟩
  have hsym : (star ψ ⬝ᵥ M *ᵥ φ).re = (star φ ⬝ᵥ M *ᵥ ψ).re := by
    rw [Matrix.star_dotProduct, Matrix.star_mulVec, hM, ← Matrix.dotProduct_mulVec,
      Complex.star_def, Complex.conj_re]
  -- vary the ground vector along its own residual
  have hq : ∀ t : ℝ, 0 ≤ energy M φ * (t * t) + (2 * (star φ ⬝ᵥ M *ᵥ ψ).re) * t + 0 := by
    intro t
    have hp : 0 ≤ energy M (ψ + (t : ℂ) • φ) := by
      rw [hE]
      linarith [h.bound (ψ + (t : ℂ) • φ)]
    have hx : energy M (ψ + (t : ℂ) • φ) =
        energy M φ * (t * t) + (2 * (star φ ⬝ᵥ M *ᵥ ψ).re) * t + energy M ψ := by
      simp only [energy, star_add, star_smul, Matrix.mulVec_add, Matrix.mulVec_smul,
        dotProduct_add, add_dotProduct, smul_dotProduct, dotProduct_smul, smul_eq_mul,
        Complex.star_def, Complex.conj_ofReal, Complex.add_re, Complex.re_ofReal_mul]
      linear_combination t * hsym
    rwa [hx, h0] at hp
  have hdisc := discrim_le_zero hq
  have hr : (star φ ⬝ᵥ M *ᵥ ψ).re = 0 := by
    unfold discrim at hdisc
    nlinarith [sq_nonneg (star φ ⬝ᵥ M *ᵥ ψ).re]
  have hz : φ = 0 := by
    apply eq_zero_of_density
    rw [← hφ] at hr
    rw [← hr]
    simp [dotProduct, siteDensity, Complex.normSq_apply]
  funext i
  have hi : (M *ᵥ ψ) i = 0 := by rw [← hφ, hz]; rfl
  rw [hMdef] at hi
  simp only [embedded, Matrix.add_mulVec, Pi.add_apply, Matrix.mulVec_diagonal,
    Complex.ofReal_neg] at hi
  simp only [Pi.smul_apply, smul_eq_mul]
  linear_combination hi

/-- If given fragment ground vectors for `v` and `v'` have the same summed density, each of the
given vectors for `v'` is also a ground vector of its fragment for `v`. -/
theorem ground_transfer {H : ι → Matrix n n ℂ} {v v' : n → ℝ} {ψ ψ' : ι → n → ℂ}
    (h : ∀ k, IsGround (embedded (H k) v) (ψ k))
    (h' : ∀ k, IsGround (embedded (H k) v') (ψ' k))
    (hρ : ∀ i, ∑ k, siteDensity (ψ k) i = ∑ k, siteDensity (ψ' k) i) (k : ι) :
    IsGround (embedded (H k) v) (ψ' k) := by
  have hpot : ∀ w : n → ℝ, ∑ k, ∑ i, w i * siteDensity (ψ k) i =
      ∑ k, ∑ i, w i * siteDensity (ψ' k) i := by
    intro w
    calc _ = ∑ i, ∑ k, w i * siteDensity (ψ k) i := Finset.sum_comm
      _ = ∑ i, ∑ k, w i * siteDensity (ψ' k) i := by
          refine Finset.sum_congr rfl fun i _ => ?_
          rw [← Finset.mul_sum, ← Finset.mul_sum, hρ i]
      _ = _ := Finset.sum_comm
  -- the variational slacks are nonnegative and add up to zero
  have hnn : ∀ k ∈ (Finset.univ : Finset ι), 0 ≤
      (energy (embedded (H k) v) (ψ' k) - energy (embedded (H k) v) (ψ k)) +
      (energy (embedded (H k) v') (ψ k) - energy (embedded (H k) v') (ψ' k)) := by
    intro k _
    linarith [(h k).minimal _ (h' k).unit, (h' k).minimal _ (h k).unit]
  have hsum : ∑ k,
      ((energy (embedded (H k) v) (ψ' k) - energy (embedded (H k) v) (ψ k)) +
      (energy (embedded (H k) v') (ψ k) - energy (embedded (H k) v') (ψ' k))) = 0 := by
    simp only [energy_embedded, Finset.sum_add_distrib, Finset.sum_sub_distrib]
    linarith [hpot v, hpot v']
  have hk := (Finset.sum_eq_zero_iff_of_nonneg hnn).1 hsum k (Finset.mem_univ k)
  refine ⟨(h' k).unit, fun φ hφ => ?_⟩
  linarith [(h k).minimal φ hφ, (h' k).minimal _ (h k).unit]

/-- For Hermitian fragments with equal summed ground densities, `v - v'` is constant on
the sites where a given fragment's ground vector for `v'` is nonzero. -/
theorem potential_unique_on_support {H : ι → Matrix n n ℂ} {v v' : n → ℝ}
    {ψ ψ' : ι → n → ℂ} (hH : ∀ k, (H k).IsHermitian)
    (h : ∀ k, IsGround (embedded (H k) v) (ψ k))
    (h' : ∀ k, IsGround (embedded (H k) v') (ψ' k))
    (hρ : ∀ i, ∑ k, siteDensity (ψ k) i = ∑ k, siteDensity (ψ' k) i) (k : ι) :
    ∃ c : ℝ, ∀ i, ψ' k i ≠ 0 → v i - v' i = c := by
  have herm : ∀ w : n → ℝ, (embedded (H k) w).IsHermitian := by
    intro w
    have hd : star (fun i => (w i : ℂ)) = fun i => (w i : ℂ) := by
      funext i
      simp
    rw [Matrix.IsHermitian, embedded, conjTranspose_add, (hH k).eq,
      diagonal_conjTranspose, hd]
  obtain ⟨E, hE⟩ : ∃ E : ℝ, embedded (H k) v *ᵥ ψ' k = (E : ℂ) • ψ' k :=
    ⟨_, (ground_transfer h h' hρ k).schrodinger (herm v)⟩
  obtain ⟨E', hE'⟩ : ∃ E' : ℝ, embedded (H k) v' *ᵥ ψ' k = (E' : ℂ) • ψ' k :=
    ⟨_, (h' k).schrodinger (herm v')⟩
  refine ⟨E - E', fun i hi => Complex.ofReal_injective ?_⟩
  -- subtract the two Schrödinger equations at site i
  have e1 := congrFun hE i
  have e2 := congrFun hE' i
  simp only [embedded, Matrix.add_mulVec, Pi.add_apply, Matrix.mulVec_diagonal,
    Pi.smul_apply, smul_eq_mul] at e1 e2
  push_cast
  apply mul_right_cancel₀ hi
  linear_combination e1 - e2

/-- Two Hermitian subsystems share a potential. If their ground vectors for `v` and `v'`
give the same summed density, and those for `v'` together cover all sites and overlap on
some site, then `v - v'` is constant. -/
theorem potential_unique_of_overlap {HA HB : Matrix n n ℂ} {v v' : n → ℝ}
    {a b a' b' : n → ℂ} (hHA : HA.IsHermitian) (hHB : HB.IsHermitian)
    (ha : IsGround (embedded HA v) a) (hb : IsGround (embedded HB v) b)
    (ha' : IsGround (embedded HA v') a') (hb' : IsGround (embedded HB v') b')
    (hρ : ∀ i, siteDensity a i + siteDensity b i = siteDensity a' i + siteDensity b' i)
    (hcover : ∀ i, a' i ≠ 0 ∨ b' i ≠ 0) (hoverlap : ∃ j, a' j ≠ 0 ∧ b' j ≠ 0) :
    ∃ c : ℝ, ∀ i, v i - v' i = c := by
  have key := potential_unique_on_support (H := ![HA, HB]) (v := v) (v' := v')
    (ψ := ![a, b]) (ψ' := ![a', b']) (Fin.forall_fin_two.2 ⟨hHA, hHB⟩)
    (Fin.forall_fin_two.2 ⟨ha, hb⟩) (Fin.forall_fin_two.2 ⟨ha', hb'⟩)
    (fun i => by simpa [Fin.sum_univ_two] using hρ i)
  obtain ⟨c, hc⟩ : ∃ c : ℝ, ∀ i, a' i ≠ 0 → v i - v' i = c := key 0
  obtain ⟨d, hd⟩ : ∃ d : ℝ, ∀ i, b' i ≠ 0 → v i - v' i = d := key 1
  obtain ⟨j, hja, hjb⟩ := hoverlap
  have hcd : d = c := (hd j hjb).symm.trans (hc j hja)
  exact ⟨c, fun i => (hcover i).elim (hc i) fun hi => (hd i hi).trans hcd⟩

/-- Two Hermitian subsystems share a potential. If their ground vectors for `v` and `v'`
give the same summed density and the A vector for `v'` has no zero entry, then `v - v'`
is constant. -/
theorem embedding_potential_unique {HA HB : Matrix n n ℂ} {v v' : n → ℝ}
    {a b a' b' : n → ℂ} (hHA : HA.IsHermitian) (hHB : HB.IsHermitian)
    (ha : IsGround (embedded HA v) a) (hb : IsGround (embedded HB v) b)
    (ha' : IsGround (embedded HA v') a') (hb' : IsGround (embedded HB v') b')
    (hρ : ∀ i, siteDensity a i + siteDensity b i = siteDensity a' i + siteDensity b' i)
    (hne : ∀ i, a' i ≠ 0) : ∃ c : ℝ, ∀ i, v i - v' i = c := by
  refine potential_unique_of_overlap hHA hHB ha hb ha' hb' hρ (fun i => Or.inl (hne i)) ?_
  -- a unit vector of B is nonzero on some site
  by_contra hno
  have hz : ∀ j, b' j = 0 := fun j => by
    by_contra hj
    exact hno ⟨j, hne j, hj⟩
  have hu := hb'.unit
  simp [siteDensity, hz] at hu

/-- Adding a constant to the potential preserves every ground vector. -/
theorem IsGround.shift {H : Matrix n n ℂ} {v : n → ℝ} {ψ : n → ℂ}
    (h : IsGround (embedded H v) ψ) (c : ℝ) :
    IsGround (embedded H (fun i => v i + c)) ψ := by
  have e : ∀ φ : n → ℂ, ∑ i, siteDensity φ i = 1 →
      energy (embedded H (fun i => v i + c)) φ = energy (embedded H v) φ + c := by
    intro φ hφ
    rw [energy_embedded, energy_embedded]
    simp only [add_mul, Finset.sum_add_distrib]
    rw [← Finset.mul_sum, hφ]
    ring
  refine ⟨h.unit, fun φ hφ => ?_⟩
  rw [e ψ h.unit, e φ hφ]
  linarith [h.minimal φ hφ]

/-- On two uncoupled sites, the vector localised on the first site is a ground vector for
two potentials whose difference is not constant. -/
theorem zero_entry_counterexample :
    IsGround (embedded (0 : Matrix (Fin 2) (Fin 2) ℂ) ![0, 1]) ![1, 0] ∧
    IsGround (embedded (0 : Matrix (Fin 2) (Fin 2) ℂ) ![0, 2]) ![1, 0] ∧
    ¬ ∃ c : ℝ, ∀ i, (![0, 1] : Fin 2 → ℝ) i - (![0, 2] : Fin 2 → ℝ) i = c := by
  have g : ∀ r : ℝ, 0 ≤ r →
      IsGround (embedded (0 : Matrix (Fin 2) (Fin 2) ℂ) ![0, r]) ![1, 0] := by
    intro r hr
    refine ⟨by simp [siteDensity, Fin.sum_univ_two], fun φ _ => ?_⟩
    rw [energy_embedded, energy_embedded]
    have hp := mul_nonneg hr (Complex.normSq_nonneg (φ 1))
    simpa [energy, siteDensity, Fin.sum_univ_two] using hp
  refine ⟨g 1 (by norm_num), g 2 (by norm_num), ?_⟩
  rintro ⟨c, hc⟩
  have h0 := hc 0
  have h1 := hc 1
  norm_num at h0 h1
  linarith

end

end DensityEmbedding
```

```lean
#print axioms DensityEmbedding.embedding_potential_unique
#print axioms DensityEmbedding.IsGround.shift
#print axioms DensityEmbedding.zero_entry_counterexample
```

```
'DensityEmbedding.embedding_potential_unique' depends on axioms: [propext, Classical.choice, Quot.sound]
'DensityEmbedding.IsGround.shift' depends on axioms: [propext, Classical.choice, Quot.sound]
'DensityEmbedding.zero_entry_counterexample' depends on axioms: [propext, Classical.choice, Quot.sound]
```

## Which potentials and densities the theorems cover

In `embedding_potential_unique`, `HA` and `HB` are the fragment matrices, `embedded HA v` adds the potential, `hρ` equates the summed densities and `hne` excludes zeros of `a'`. `IsGround` holds the normalisation and the minimality.

The proof follows the derivation:

- `energy_embedded` splits the energy, and `ground_transfer` sums the slacks; `Finset.sum_eq_zero_iff_of_nonneg` makes each one vanish.
- `IsGround.bound` does the rescaling, and `IsGround.schrodinger` the variation, where `discrim_le_zero` removes the linear term.
- `potential_unique_on_support` subtracts the equations by `linear_combination e1 - e2`, for any finite number of fragments.
- `potential_unique_of_overlap` lets the two supports cover the sites jointly if they overlap; the shared site equates their constants. The main theorem follows because the unit vector `b'` is nonzero somewhere.

`IsGround.shift` shows that the constant is a real freedom: adding it preserves every ground vector. `zero_entry_counterexample` gives one vector, $(1,0)$, that is a ground vector for both $(0,1)$ and $(0,2)$ with $H=0$. Used for both fragments, it shows that uniqueness can fail when a site is empty in both.

The theorems assume exactly equal densities, and they give no error bar on the potential when the densities agree only to within a convergence threshold. The existence of a potential for a given target density is a separate question. The matrices $H_k$ are assumed to be the same for both potentials, which need not hold if they depend on each fragment's own density. Many-electron or ensemble fragment states lie beyond the model.
